# With equal $U$ on both sites, the DFT+U+V correction for an idempotent two-site density matrix is $(U-V)\,\mathrm{Tr}(BB^\dagger)$

Let $P$ be the one-particle density matrix of one spin channel on the orbitals of two sites, written in blocks as

$$P=\begin{pmatrix}A & B\\ B^\dagger & C\end{pmatrix},$$

where $A$ and $C$ are the on-site occupation matrices and $B$ is the intersite occupation matrix, with entries $B_{ij}$ for orbital $i$ of site 1 and orbital $j$ of site 2. With real on-site parameters $U_1$, $U_2$ and a real intersite parameter $V$, the Hubbard correction from this spin channel is

$$E=\frac{U_1}{2}\mathrm{Tr}(A-A^2)+\frac{U_2}{2}\mathrm{Tr}(C-C^2)-V\,\mathrm{Tr}(BB^\dagger).$$

If $P^2=P$, then

$$E=\Big(\frac{U_1+U_2}{2}-V\Big)\,w(B),\qquad w(B)=\sum_{i,j}|B_{ij}|^2=\mathrm{Tr}(BB^\dagger).$$

For $U_1=U_2=U$ this is $E=(U-V)\,\mathrm{Tr}(BB^\dagger)$. It is real, nonnegative for $V\le U$, nonpositive for $U\le V$, and for $U\ne V$ it vanishes exactly when $B=0$.

The parameters are inputs: $U_1$ and $U_2$ stand for an effective, orbital-independent repulsion between electrons on one site, and $V$ for the corresponding interaction between electrons on the two sites. The condition $P^2=P$ is assumed. It describes integer occupation of one-particle states, as in a single Slater determinant, in an orthonormal basis of two-site orbitals that spans the occupied states completely.

## A check on prefactors and pair counting

An implementation of the correction fixes the factor $1/2$ in the on-site term, the sign of the intersite term, and whether the pair of sites is counted once or twice. Here the pair is counted once with weight $V$, which is the same as summing over both orderings with weight $V/2$, since $\mathrm{Tr}(BB^\dagger)=\mathrm{Tr}(B^\dagger B)$. With equal $U$ on both sites, feeding any Hermitian projector, cut into two blocks, to the routine that evaluates the correction for one spin channel, without a factor 2 for spin, must return $(U-V)\sum|B_{ij}|^2$, and in particular zero at $U=V$. A doubled or wrongly signed $V$ term fails this check whenever $V\neq0$ and $B\neq0$.

In a two-site, single-spin model with integer-occupied states lying wholly in the Hubbard orbitals, the identity also says what the terms do to a covalent bond: the on-site term charges $U\,w(B)$ for the fractional site occupations that hybridisation produces, and the intersite term returns $V\,w(B)$.

## From $P^2=P$ to one trace

Block multiplication gives

$$P^2=\begin{pmatrix}A^2+BB^\dagger & AB+BC\\ B^\dagger A+CB^\dagger & B^\dagger B+C^2\end{pmatrix}.$$

Comparing with $P$ block by block, $P^2=P$ holds if and only if

$$A-A^2=BB^\dagger,\qquad C-C^2=B^\dagger B,\qquad AB+BC=B,\qquad B^\dagger A+CB^\dagger=B^\dagger .$$

Only the first two conditions enter the energy. The trace of $BB^\dagger$ is

$$\mathrm{Tr}(BB^\dagger)=\sum_i\sum_j B_{ij}\,(B^\dagger)_{ji}=\sum_{i,j}B_{ij}\overline{B_{ij}}=w(B),$$

and cyclicity, which holds for rectangular $B$, gives $\mathrm{Tr}(B^\dagger B)=\mathrm{Tr}(BB^\dagger)$. Both on-site traces therefore equal $w(B)$, and

$$E=\frac{U_1}{2}w(B)+\frac{U_2}{2}w(B)-V\,w(B)=\Big(\frac{U_1+U_2}{2}-V\Big)w(B).$$

The weight $w(B)$ is a sum of nonnegative real terms, so $w(B)\ge0$, and $w(B)=0$ forces every $B_{ij}=0$. For equal $U$, the product $(U-V)\,w(B)$ then has the sign stated above, and for $U\neq V$ it is zero only through its second factor.

## One orbital on each site

The smallest case with a possible bond puts one electron in the normalised state $(\cos\theta,\sin\theta)$, for a real angle $\theta$, over two one-orbital sites. Its projector has $A=\cos^2\theta$, $B=\cos\theta\sin\theta$, $C=\sin^2\theta$. Then $A-A^2=\cos^2\theta\,(1-\cos^2\theta)=\cos^2\theta\sin^2\theta=BB^\dagger$, likewise $C-C^2=\sin^2\theta\cos^2\theta=B^\dagger B$, and both off-diagonal conditions read $\cos\theta\sin\theta\,(\cos^2\theta+\sin^2\theta)=\cos\theta\sin\theta$. Hence

$$E=(U-V)\cos^2\theta\sin^2\theta .$$

At $\theta=0$ the electron sits on site 1 and $E=0$. At $\theta=\pi/4$ the occupations are $A=C=B=1/2$ and $E=(U-V)/4$.

## The Lean file

```lean
import Mathlib

open Matrix

namespace HubbardIntersite

noncomputable section

variable {m n : Type*} [Fintype m] [Fintype n]

/-- Two-site density matrix with on-site blocks `A`, `C` and intersite blocks `B`, `Bᴴ`. -/
def density (A : Matrix m m ℂ) (B : Matrix m n ℂ) (C : Matrix n n ℂ) :
    Matrix (m ⊕ n) (m ⊕ n) ℂ :=
  fromBlocks A B Bᴴ C

/-- On-site Hubbard energy `(U/2) Tr(A - A²)` of an occupation matrix `A`. -/
def onsiteEnergy (U : ℝ) (A : Matrix m m ℂ) : ℂ :=
  (U : ℂ) / 2 * trace (A - A * A)

/-- Two-site DFT+U+V energy: on-site terms with `U₁`, `U₂` minus `V Tr(B Bᴴ)`. -/
def energyUV (U₁ U₂ V : ℝ) (A : Matrix m m ℂ) (B : Matrix m n ℂ) (C : Matrix n n ℂ) : ℂ :=
  onsiteEnergy U₁ A + onsiteEnergy U₂ C - (V : ℂ) * trace (B * Bᴴ)

/-- Intersite weight: the sum of squared moduli of the intersite occupations `B i j`. -/
def weight (B : Matrix m n ℂ) : ℝ :=
  ∑ i, ∑ j, Complex.normSq (B i j)

/-- The two-site density matrix is idempotent exactly when `A - A² = B Bᴴ`,
`C - C² = Bᴴ B`, `A B + B C = B` and `Bᴴ A + C Bᴴ = Bᴴ`. -/
theorem idempotent_iff (A : Matrix m m ℂ) (B : Matrix m n ℂ) (C : Matrix n n ℂ) :
    density A B C * density A B C = density A B C ↔
      A - A * A = B * Bᴴ ∧ C - C * C = Bᴴ * B ∧
        A * B + B * C = B ∧ Bᴴ * A + C * Bᴴ = Bᴴ := by
  -- compare the four blocks of P * P with those of P
  unfold density
  rw [fromBlocks_multiply, fromBlocks_inj]
  constructor
  · rintro ⟨h1, h2, h3, h4⟩
    exact ⟨sub_eq_of_eq_add' h1.symm, sub_eq_of_eq_add h4.symm, h2, h3⟩
  · rintro ⟨h1, h4, h2, h3⟩
    refine ⟨?_, h2, h3, ?_⟩
    · rw [← h1]; abel
    · rw [← h4]; abel

/-- `Tr(B Bᴴ)` equals the intersite weight `∑ |B i j|²`. -/
theorem trace_mul_conjTranspose (B : Matrix m n ℂ) :
    trace (B * Bᴴ) = (weight B : ℂ) := by
  unfold weight
  rw [Complex.ofReal_sum]
  simp only [Matrix.trace, Matrix.diag_apply, Matrix.mul_apply, conjTranspose_apply]
  refine Finset.sum_congr rfl fun i _ => ?_
  rw [Complex.ofReal_sum]
  refine Finset.sum_congr rfl fun j _ => ?_
  exact Complex.mul_conj (B i j)

/-- The intersite weight is nonnegative. -/
theorem weight_nonneg (B : Matrix m n ℂ) : 0 ≤ weight B :=
  Finset.sum_nonneg fun _ _ => Finset.sum_nonneg fun _ _ => Complex.normSq_nonneg _

/-- The intersite weight vanishes exactly when the intersite block is zero. -/
theorem weight_eq_zero_iff (B : Matrix m n ℂ) : weight B = 0 ↔ B = 0 := by
  constructor
  · intro h
    unfold weight at h
    ext i j
    -- a vanishing sum of nonnegative terms has vanishing terms
    have h1 := (Finset.sum_eq_zero_iff_of_nonneg (fun i _ =>
      Finset.sum_nonneg fun j _ => Complex.normSq_nonneg (B i j))).1 h i (Finset.mem_univ i)
    have h2 := (Finset.sum_eq_zero_iff_of_nonneg (fun j _ =>
      Complex.normSq_nonneg (B i j))).1 h1 j (Finset.mem_univ j)
    exact Complex.normSq_eq_zero.1 h2
  · rintro rfl
    simp [weight]

/-- For an idempotent two-site density matrix, the DFT+U+V energy with site parameters
`U₁`, `U₂` is `((U₁ + U₂)/2 - V)` times the intersite weight. -/
theorem energyUV_eq_weight (U₁ U₂ V : ℝ) (A : Matrix m m ℂ) (B : Matrix m n ℂ)
    (C : Matrix n n ℂ) (h : density A B C * density A B C = density A B C) :
    energyUV U₁ U₂ V A B C = ((((U₁ + U₂) / 2 - V) * weight B : ℝ) : ℂ) := by
  obtain ⟨hA, hC, -, -⟩ := (idempotent_iff A B C).1 h
  -- both on-site traces equal Tr(B Bᴴ), the second by cyclicity
  unfold energyUV onsiteEnergy
  rw [hA, hC, trace_mul_comm Bᴴ B, trace_mul_conjTranspose]
  push_cast
  ring

/-- For an idempotent two-site density matrix and equal `U` on both sites, the DFT+U+V
energy is `(U - V) Tr(B Bᴴ)`. -/
theorem energyUV_eq (U V : ℝ) (A : Matrix m m ℂ) (B : Matrix m n ℂ)
    (C : Matrix n n ℂ) (h : density A B C * density A B C = density A B C) :
    energyUV U U V A B C = ((U : ℂ) - V) * trace (B * Bᴴ) := by
  rw [energyUV_eq_weight U U V A B C h, trace_mul_conjTranspose]
  push_cast
  ring

/-- For an idempotent two-site density matrix, equal `U` on both sites and `U ≠ V`, the DFT+U+V
energy vanishes exactly when the intersite block is zero. -/
theorem energyUV_eq_zero_iff (U V : ℝ) (hUV : U ≠ V) (A : Matrix m m ℂ) (B : Matrix m n ℂ)
    (C : Matrix n n ℂ) (h : density A B C * density A B C = density A B C) :
    energyUV U U V A B C = 0 ↔ B = 0 := by
  rw [energyUV_eq_weight U U V A B C h, Complex.ofReal_eq_zero, ← weight_eq_zero_iff,
    mul_eq_zero]
  constructor
  · rintro (h0 | h0)
    · exact absurd (by linarith) hUV
    · exact h0
  · exact Or.inr

/-- For an idempotent two-site density matrix and equal `U` on both sites, the DFT+U+V energy is
real; it is nonnegative if `V ≤ U` and nonpositive if `U ≤ V`. -/
theorem energyUV_sign (U V : ℝ) (A : Matrix m m ℂ) (B : Matrix m n ℂ)
    (C : Matrix n n ℂ) (h : density A B C * density A B C = density A B C) :
    (energyUV U U V A B C).im = 0 ∧ (V ≤ U → 0 ≤ (energyUV U U V A B C).re) ∧
      (U ≤ V → (energyUV U U V A B C).re ≤ 0) := by
  rw [energyUV_eq_weight U U V A B C h, Complex.ofReal_im, Complex.ofReal_re]
  have hw := weight_nonneg B
  refine ⟨rfl, fun hle => ?_, fun hle => ?_⟩
  · exact mul_nonneg (by linarith) hw
  · exact mul_nonpos_of_nonpos_of_nonneg (by linarith) hw

/-- A real number as a block between one-orbital sites. -/
def block (x : ℝ) : Matrix (Fin 1) (Fin 1) ℂ := Matrix.of fun _ _ => (x : ℂ)

/-- For two one-orbital sites with blocks `cos²θ`, `cos θ sin θ`, `sin²θ`, the density matrix
is Hermitian and idempotent, and the DFT+U+V energy is `(U - V) (cos θ sin θ)²`. -/
theorem bond_witness (U V θ : ℝ) :
    let A := block (Real.cos θ ^ 2)
    let B := block (Real.cos θ * Real.sin θ)
    let C := block (Real.sin θ ^ 2)
    (density A B C).IsHermitian ∧ density A B C * density A B C = density A B C ∧
      energyUV U U V A B C = (((U - V) * (Real.cos θ * Real.sin θ) ^ 2 : ℝ) : ℂ) := by
  intro A B C
  -- algebra of real one-orbital blocks
  have hH : ∀ x : ℝ, (block x)ᴴ = block x := fun x => by
    ext i j
    exact Complex.conj_ofReal x
  have hmul : ∀ x y : ℝ, block x * block y = block (x * y) := fun x y => by
    ext i j
    simp [block, Matrix.mul_apply]
  have hadd : ∀ x y : ℝ, block x + block y = block (x + y) := fun x y => by
    ext i j
    simp [block]
  have hsub : ∀ x y : ℝ, block x - block y = block (x - y) := fun x y => by
    ext i j
    simp [block]
  have hcs := Real.cos_sq_add_sin_sq θ
  have hid : density A B C * density A B C = density A B C := by
    rw [idempotent_iff]
    simp only [A, B, C, hH, hmul, hadd, hsub]
    refine ⟨congrArg block ?_, congrArg block ?_, congrArg block ?_, congrArg block ?_⟩
    · linear_combination (-Real.cos θ ^ 2) * hcs
    · linear_combination (-Real.sin θ ^ 2) * hcs
    · linear_combination (Real.cos θ * Real.sin θ) * hcs
    · linear_combination (Real.cos θ * Real.sin θ) * hcs
  refine ⟨?_, hid, ?_⟩
  · unfold Matrix.IsHermitian density
    rw [fromBlocks_conjTranspose, conjTranspose_conjTranspose]
    simp only [A, C, hH]
  · rw [energyUV_eq_weight U U V A B C hid]
    have hw : weight B = (Real.cos θ * Real.sin θ) ^ 2 := by
      simp only [weight, B, block, Matrix.of_apply, Complex.normSq_ofReal, Fin.sum_univ_one]
      ring
    rw [hw]
    congr 1
    ring

end

end HubbardIntersite
```

```lean
#print axioms HubbardIntersite.energyUV_eq
-- 'HubbardIntersite.energyUV_eq' depends on axioms: [propext, Classical.choice, Quot.sound]
#print axioms HubbardIntersite.energyUV_eq_zero_iff
-- 'HubbardIntersite.energyUV_eq_zero_iff' depends on axioms: [propext, Classical.choice, Quot.sound]
#print axioms HubbardIntersite.energyUV_sign
-- 'HubbardIntersite.energyUV_sign' depends on axioms: [propext, Classical.choice, Quot.sound]
```

## How the Lean objects match the model

The finite types `m` and `n` label the orbitals of site 1 and site 2. Their sizes are independent, and either may be empty, in which case `weight B` is an empty sum and the energy of an idempotent $P$ is zero. `density A B C` is $P$, indexed by `m ⊕ n`, and `Bᴴ` is $B^\dagger$. The lower-left block is fixed to be `Bᴴ` by definition, while $A$ and $C$ are arbitrary complex matrices: the general theorems do not assume them Hermitian, so they cover every Hermitian idempotent $P$ as a special case. `energyUV U₁ U₂ V A B C` is $E$ as a complex number, and its reality is a conclusion. The docstrings call it the DFT+U+V energy; it is the correction alone, without the DFT energy to which it is added. The one hypothesis on the state is `h : density A B C * density A B C = density A B C`.

`energyUV_eq_weight` is the formula with separate $U_1$, $U_2$, and `energyUV_eq` is the equal-$U$ form with the trace. `energyUV_eq_zero_iff`, with its extra hypothesis `hUV : U ≠ V`, and `energyUV_sign` are stated for equal $U$ only. `bond_witness` uses $1\times1$ blocks `block x` over `Fin 1`, gives the three blocks directly in terms of $\theta$, and proves Hermiticity, idempotency and the energy for every real $\theta$, $U$ and $V$.

## How the tactics follow the algebra

In `idempotent_iff`, `fromBlocks_multiply` produces the block form of $P^2$ and `fromBlocks_inj` splits the equation into four; the two diagonal ones are rearranged by moving $A^2$ and $C^2$ across. `trace_mul_conjTranspose` expands the trace into the double sum and applies `Complex.mul_conj` to each term. `weight_nonneg` and `weight_eq_zero_iff` are the two properties of a sum of nonnegative terms, the latter applied first over `i` and then over `j`.

The main step is the line ``rw [hA, hC, trace_mul_comm Bᴴ B, trace_mul_conjTranspose]`` in `energyUV_eq_weight`: it substitutes the two diagonal conditions, uses cyclicity, and replaces each trace by the weight, after which `ring` collects the prefactor. The zero criterion splits the product with `mul_eq_zero` and excludes the first factor by `hUV`. In `bond_witness` each of the four block conditions becomes a real equation, closed by `linear_combination` with a multiple of $\cos^2\theta+\sin^2\theta=1$.

## Limits set by exact idempotency on two sites

The theorems are exact matrix identities for the energy expression as defined, and they say nothing about floating-point error, about how $U$ and $V$ are obtained, or about whether the correction improves a functional. They concern the correction term alone, at a given $P$, with no minimisation or self-consistency. Spin is not represented: the natural reading is one collinear spin channel with occupations between 0 and 1, and a matrix summed over spin has occupations up to 2 and is in general not a projector; any doubly occupied orbital gives it an eigenvalue 2.

Idempotency of the two-site matrix usually fails in a real calculation. Smearing gives fractional occupations, further sites and non-Hubbard orbitals take up part of the occupied states, and non-orthogonal projectors bring overlap matrices into the products. The following remarks are ordinary algebra that the file does not contain. For a general $P$ of this block form and equal $U$, the diagonal blocks of $P-P^2$ give

$$E=\frac U2\,\mathrm{Tr}(P-P^2)+(U-V)\,w(B),$$

so the deviation that a code sees from the identity is $U/2$ times the trace of the idempotency defect. The same formula shows that, for $U\neq0$ and at least one orbital, $E$ and $(U-V)\,w(B)$ differ as functions of an unconstrained $P$, so the Hubbard potential obtained by differentiating $E$ with respect to the entries of $P$ need not vanish at $U=V$, although the energy of every Hermitian projector does.
